# Discarding Schmidt weight w < 1 from a normalized state leaves overlap √(1 − w) after renormalization

Let a bipartite pure state, expanded in orthonormal bases of its two subsystems, have the coefficient matrix

$$\psi=\sum_i \sigma_i\,u_i v_i^*,\qquad \sum_i\sigma_i^2=1,$$

with orthonormal families $u_i$ and $v_i$ and real $\sigma_i$. Keep the terms with $i$ in a set $K$, and call the result $\psi_K$. If the discarded weight $w=\sum_{i\notin K}\sigma_i^2$ is less than one, then

$$\|\psi-\psi_K\|_F^2=w,\qquad \left\langle\psi,\frac{\psi_K}{\|\psi_K\|_F}\right\rangle=\sqrt{1-w}.$$

In density-matrix renormalization group calculations, with orthonormal basis states on both sides of a bond, this relates the weight discarded at that bond to the overlap of the truncated state with the state just before the truncation, not with the exact target state. It holds for a single cut of a finite, normalized pure state in exact arithmetic. The accumulation of errors over many bonds or sweeps is not treated.

## States as coefficient matrices

The finite index types `m` and `n` label orthonormal basis states of the first and the second subsystem, and `ι` labels the Schmidt terms. The subsystems may have different dimensions.

```lean
import Mathlib

open Matrix

namespace SchmidtTruncation

noncomputable section

variable {m n ι : Type*} [Fintype m] [Fintype n] [Fintype ι] [DecidableEq ι]
```

The overlap of two states is the entrywise inner product, conjugate-linear in its first argument:

$$\langle A,B\rangle=\sum_{a,b}\overline{A_{ab}}\,B_{ab}.$$

```lean
/-- The overlap of two bipartite states given by their coefficient matrices. -/
def overlap (A B : Matrix m n ℂ) : ℂ := ∑ a, ∑ b, star (A a b) * B a b
```

The squared Frobenius norm is $\|A\|_F^2=\sum_{a,b}|A_{ab}|^2$. It is defined as a real number, while the overlap is complex.

```lean
/-- The squared Frobenius norm of a coefficient matrix. -/
def frobSq (A : Matrix m n ℂ) : ℝ := ∑ a, ∑ b, ‖A a b‖ ^ 2
```

Normalization divides a matrix by its own Frobenius norm, $A\mapsto A/\|A\|_F$. The factor $\sqrt{1-w}$ therefore has to be derived; the definition does not contain it.

```lean
/-- A coefficient matrix divided by its Frobenius norm. -/
def normalize (A : Matrix m n ℂ) : Matrix m n ℂ :=
  (((√(frobSq A))⁻¹ : ℝ) : ℂ) • A
```

Orthonormality means $\sum_a\overline{u_i(a)}\,u_j(a)=\delta_{ij}$, and likewise for $v$.

```lean
/-- The vectors `u i` are orthonormal. -/
def IsOrthonormalFamily (u : ι → m → ℂ) : Prop :=
  ∀ i j, star (u i) ⬝ᵥ u j = if i = j then 1 else 0
```

For complex coefficients $c_i$, write

$$S(c)_{ab}=\sum_i c_i\,u_i(a)\,\overline{v_i(b)}.$$

The state is $\psi=S(\sigma)$. Because of the conjugate on $v_i$, the Schmidt vectors of the second subsystem, read as kets, are the complex conjugates of the $v_i$. This is the usual convention of the singular value decomposition.

```lean
/-- The coefficient matrix `∑ i, c i u_i v_i*`. -/
def schmidtState (u : ι → m → ℂ) (v : ι → n → ℂ) (c : ι → ℂ) : Matrix m n ℂ :=
  Matrix.of fun a b => ∑ i, c i * (u i a * star (v i b))
```

Truncation sets the coefficients outside $K$ to zero. The set $K$ is arbitrary: the $\sigma_i$ need not be ordered or nonnegative, and the kept ones need not be the largest.

```lean
/-- The Schmidt sum in which only the terms in `K` are kept. -/
def truncated (u : ι → m → ℂ) (v : ι → n → ℂ) (K : Finset ι) (σ : ι → ℝ) :
    Matrix m n ℂ :=
  schmidtState u v fun i => if i ∈ K then (σ i : ℂ) else 0
```

The discarded weight is the sum of $\sigma_i^2$ over the complement of $K$, written `Kᶜ`.

```lean
/-- The discarded weight: the sum of `σ i ^ 2` over the terms outside `K`. -/
def discardedWeight (K : Finset ι) (σ : ι → ℝ) : ℝ := ∑ i ∈ Kᶜ, σ i ^ 2
```

The decomposition itself is an assumption. The theorems start from given families $u$, $v$ and coefficients $\sigma$, and do not construct them from a matrix.

## Overlaps reduce to coefficient vectors

Inserting two Schmidt sums into the overlap and collecting the sums over $a$ and $b$ gives

$$
\begin{aligned}
\langle S(c),S(d)\rangle
&=\sum_{i,j}\overline{c_i}\,d_j
\left(\sum_a\overline{u_i(a)}\,u_j(a)\right)
\left(\sum_b\overline{v_j(b)}\,v_i(b)\right)\\
&=\sum_{i,j}\overline{c_i}\,d_j\,\delta_{ij}\,\delta_{ji}
=\sum_i\overline{c_i}\,d_i .
\end{aligned}
$$

```lean
/-- The overlap of two Schmidt sums over the same orthonormal families is the
inner product of their coefficients. -/
theorem overlap_schmidtState {u : ι → m → ℂ} {v : ι → n → ℂ}
    (hu : IsOrthonormalFamily u) (hv : IsOrthonormalFamily v) (c d : ι → ℂ) :
    overlap (schmidtState u v c) (schmidtState u v d) = ∑ i, star (c i) * d i := by
  -- Move the sums over Schmidt indices outside the sums over matrix entries.
  have swap : ∀ F : m → n → ι → ι → ℂ,
      ∑ a, ∑ b, ∑ i, ∑ j, F a b i j = ∑ i, ∑ j, ∑ a, ∑ b, F a b i j := by
    intro F
    calc _ = ∑ a, ∑ i, ∑ b, ∑ j, F a b i j :=
          Finset.sum_congr rfl fun a _ => Finset.sum_comm
      _ = ∑ i, ∑ a, ∑ b, ∑ j, F a b i j := Finset.sum_comm
      _ = ∑ i, ∑ a, ∑ j, ∑ b, F a b i j :=
          Finset.sum_congr rfl fun i _ => Finset.sum_congr rfl fun a _ => Finset.sum_comm
      _ = _ := Finset.sum_congr rfl fun i _ => Finset.sum_comm
  simp only [overlap, schmidtState, Matrix.of_apply, star_sum, Finset.sum_mul_sum,
    star_mul', star_star]
  refine (swap _).trans ?_
  refine Finset.sum_congr rfl fun i _ => ?_
  have factor : ∀ j, ∑ a, ∑ b,
      star (c i) * (star (u i a) * v i b) * (d j * (u j a * star (v j b))) =
      star (c i) * d j * ((star (u i) ⬝ᵥ u j) * (star (v j) ⬝ᵥ v i)) := by
    intro j
    simp only [dotProduct, Pi.star_apply]
    rw [Finset.sum_mul_sum, Finset.mul_sum]
    refine Finset.sum_congr rfl fun a _ => ?_
    rw [Finset.mul_sum]
    exact Finset.sum_congr rfl fun b _ => by ring
  refine (Finset.sum_congr rfl fun j _ => factor j).trans ?_
  -- Orthonormality leaves only the diagonal term.
  rw [Finset.sum_eq_single i]
  · rw [hu i i, hv i i]
    simp
  · intro j _ hj
    rw [hu i j, if_neg (Ne.symm hj)]
    simp
  · simp
```

In the proof, `swap` moves the sums over Schmidt indices outside the sums over matrix entries, and `factor` separates the remaining double sum into the two inner products. `Finset.sum_eq_single i` then keeps the term $j=i$, since orthonormality makes all others vanish.

Setting $d=c$ gives the norm:

$$\|S(c)\|_F^2=\langle S(c),S(c)\rangle=\sum_i|c_i|^2.$$

```lean
/-- The squared Frobenius norm of a Schmidt sum is the sum of the squared moduli
of its coefficients. -/
theorem frobSq_schmidtState {u : ι → m → ℂ} {v : ι → n → ℂ}
    (hu : IsOrthonormalFamily u) (hv : IsOrthonormalFamily v) (c : ι → ℂ) :
    frobSq (schmidtState u v c) = ∑ i, ‖c i‖ ^ 2 := by
  have h1 : ∀ A : Matrix m n ℂ, ((frobSq A : ℝ) : ℂ) = overlap A A := by
    intro A
    unfold frobSq overlap
    push_cast
    exact Finset.sum_congr rfl fun a _ => Finset.sum_congr rfl fun b _ =>
      (Complex.conj_mul' _).symm
  have h2 : ((frobSq (schmidtState u v c) : ℝ) : ℂ) = ((∑ i, ‖c i‖ ^ 2 : ℝ) : ℂ) := by
    rw [h1, overlap_schmidtState hu hv]
    push_cast
    exact Finset.sum_congr rfl fun i _ => Complex.conj_mul' _
  exact Complex.ofReal_injective h2
```

Here `h1` identifies the squared norm with the self-overlap. The equality is first proved between complex numbers and then carried back to the reals.

## The truncation error is the discarded weight

The matrix $S(c)$ is linear in $c$, so the difference $\psi-\psi_K$ is again a Schmidt sum. Its coefficients are $\sigma_i-\sigma_i=0$ for $i\in K$ and $\sigma_i-0=\sigma_i$ for $i\notin K$. The norm formula gives

$$\|\psi-\psi_K\|_F^2=\sum_{i\in K}0+\sum_{i\notin K}\sigma_i^2=w.$$

```lean
/-- The squared Frobenius error of a Schmidt truncation is the discarded weight. -/
theorem truncation_error {u : ι → m → ℂ} {v : ι → n → ℂ}
    (hu : IsOrthonormalFamily u) (hv : IsOrthonormalFamily v) (K : Finset ι) (σ : ι → ℝ) :
    frobSq (schmidtState u v (fun i => (σ i : ℂ)) - truncated u v K σ) =
      discardedWeight K σ := by
  have h : schmidtState u v (fun i => (σ i : ℂ)) - truncated u v K σ =
      schmidtState u v (fun i => (σ i : ℂ) - if i ∈ K then (σ i : ℂ) else 0) := by
    ext a b
    simp only [truncated, schmidtState, Matrix.sub_apply, Matrix.of_apply, sub_mul,
      Finset.sum_sub_distrib]
  rw [h, frobSq_schmidtState hu hv, discardedWeight, ← Finset.sum_add_sum_compl K]
  rw [Finset.sum_eq_zero (s := K) (fun i hi => by simp [hi]), zero_add]
  refine Finset.sum_congr rfl fun i hi => ?_
  simp [Finset.mem_compl.1 hi]
```

The equation `h` expresses the linearity, and `Finset.sum_add_sum_compl` splits the sum into kept and discarded parts. This step needs neither $\sum_i\sigma_i^2=1$ nor $w<1$.

Normalization of $\psi$ enters through the kept weight:

$$\sum_{i\in K}\sigma_i^2=\sum_i\sigma_i^2-\sum_{i\notin K}\sigma_i^2=1-w.$$

```lean
/-- For a normalized state, the kept weight is one minus the discarded weight. -/
theorem kept_weight {σ : ι → ℝ} (hσ : ∑ i, σ i ^ 2 = 1) (K : Finset ι) :
    ∑ i ∈ K, σ i ^ 2 = 1 - discardedWeight K σ := by
  have h := Finset.sum_add_sum_compl K (fun i => σ i ^ 2)
  unfold discardedWeight
  linarith
```

## The renormalized state and its overlap

The truncated state has coefficients $\sigma_i$ on $K$ and zero elsewhere. Its squared norm and its overlap with $\psi$ are therefore the same number:

$$\|\psi_K\|_F^2=\sum_{i\in K}\sigma_i^2=1-w,\qquad
\langle\psi,\psi_K\rangle=\sum_{i\in K}\sigma_i\sigma_i=1-w.$$

Since $w<1$, the norm $\sqrt{1-w}$ is positive and can be divided out:

$$\left\|\frac{\psi_K}{\sqrt{1-w}}\right\|_F^2=\frac{1-w}{1-w}=1,\qquad
\left\langle\psi,\frac{\psi_K}{\sqrt{1-w}}\right\rangle=\frac{1-w}{\sqrt{1-w}}=\sqrt{1-w}.$$

```lean
/-- Schmidt truncation of a normalized state with discarded weight `w < 1`: the squared
Frobenius error is `w`, the renormalized truncation has norm one, and its overlap with
the original state is `√(1 - w)`. -/
theorem schmidt_truncation {u : ι → m → ℂ} {v : ι → n → ℂ}
    (hu : IsOrthonormalFamily u) (hv : IsOrthonormalFamily v) {σ : ι → ℝ}
    (hσ : ∑ i, σ i ^ 2 = 1) (K : Finset ι) (hw : discardedWeight K σ < 1) :
    frobSq (schmidtState u v (fun i => (σ i : ℂ)) - truncated u v K σ) =
        discardedWeight K σ ∧
      frobSq (normalize (truncated u v K σ)) = 1 ∧
      overlap (schmidtState u v (fun i => (σ i : ℂ))) (normalize (truncated u v K σ)) =
        ((√(1 - discardedWeight K σ) : ℝ) : ℂ) := by
  have hp : 0 < 1 - discardedWeight K σ := by linarith
  -- The truncated state has squared norm `1 - w`.
  have hN : frobSq (truncated u v K σ) = 1 - discardedWeight K σ := by
    rw [truncated, frobSq_schmidtState hu hv, ← kept_weight hσ K]
    symm
    refine (Finset.sum_congr rfl fun i hi => ?_).trans
      (Finset.sum_subset (Finset.subset_univ K) fun i _ hi => ?_)
    · simp [hi]
    · simp [hi]
  -- Its overlap with the full state is `1 - w` as well.
  have hO : overlap (schmidtState u v (fun i => (σ i : ℂ))) (truncated u v K σ) =
      ((1 - discardedWeight K σ : ℝ) : ℂ) := by
    rw [truncated, overlap_schmidtState hu hv, ← kept_weight hσ K, Complex.ofReal_sum]
    symm
    refine (Finset.sum_congr rfl fun i hi => ?_).trans
      (Finset.sum_subset (Finset.subset_univ K) fun i _ hi => ?_)
    · simp [hi, sq]
    · simp [hi]
  refine ⟨truncation_error hu hv K σ, ?_, ?_⟩
  · have hs : ∀ (r : ℂ) (A : Matrix m n ℂ), frobSq (r • A) = ‖r‖ ^ 2 * frobSq A := by
      intro r A
      simp only [frobSq, Matrix.smul_apply, smul_eq_mul, norm_mul, mul_pow, Finset.mul_sum]
    rw [normalize, hs, hN, Complex.norm_real, Real.norm_eq_abs, sq_abs, inv_pow,
      Real.sq_sqrt hp.le, inv_mul_cancel₀ hp.ne']
  · have hs : ∀ (r : ℂ) (A B : Matrix m n ℂ), overlap A (r • B) = r * overlap A B := by
      intro r A B
      simp only [overlap, Matrix.smul_apply, smul_eq_mul, Finset.mul_sum]
      exact Finset.sum_congr rfl fun a _ => Finset.sum_congr rfl fun b _ => by ring
    rw [normalize, hs, hN, hO, ← Complex.ofReal_mul]
    congr 1
    rw [inv_mul_eq_iff_eq_mul₀ (Real.sqrt_pos.2 hp).ne']
    exact (Real.mul_self_sqrt hp.le).symm
```

The hypotheses `hu` and `hv` are the two orthonormality conditions, `hσ` is the normalization of $\psi$, and `hw` is $w<1$. The conclusion has three parts: the squared error is $w$, the renormalized truncation has squared norm one, and its overlap with $\psi$ equals the real number $\sqrt{1-w}$, regarded as complex. This fixes the phase of the overlap as well as its modulus; the corresponding probability is $1-w$.

In the proof, `hN` and `hO` are the two calculations of $1-w$. The two local statements named `hs` say how the squared norm and the overlap scale when a matrix is multiplied by a number.

A single Schmidt term shows what fails without `hw`. Take $\sigma_1=1$ and $K=\varnothing$, so that $w=1$ and $\psi_K=0$. All other hypotheses hold, but the zero matrix cannot be normalized. With Lean's convention $0^{-1}=0$, `normalize` returns the zero matrix, whose squared norm is $0$ and not $1$.

## The distance after renormalization

For any two matrices,

$$\|A-B\|_F^2=\|A\|_F^2+\|B\|_F^2-2\,\mathrm{Re}\,\langle A,B\rangle.$$

With $A=\psi$ and $B=\psi_K/\|\psi_K\|_F$, both norms are one and the overlap is $\sqrt{1-w}$. Hence

$$\left\|\psi-\frac{\psi_K}{\|\psi_K\|_F}\right\|_F^2=2-2\sqrt{1-w}.$$

```lean
/-- The squared Frobenius distance between a normalized state and its renormalized truncation, when
the discarded weight `w` is less than one, is `2 - 2 √(1 - w)`. -/
theorem renormalized_error {u : ι → m → ℂ} {v : ι → n → ℂ}
    (hu : IsOrthonormalFamily u) (hv : IsOrthonormalFamily v) {σ : ι → ℝ}
    (hσ : ∑ i, σ i ^ 2 = 1) (K : Finset ι) (hw : discardedWeight K σ < 1) :
    frobSq (schmidtState u v (fun i => (σ i : ℂ)) - normalize (truncated u v K σ)) =
      2 - 2 * √(1 - discardedWeight K σ) := by
  have expand : ∀ A B : Matrix m n ℂ,
      frobSq (A - B) = frobSq A + frobSq B - 2 * (overlap A B).re := by
    intro A B
    simp only [frobSq, overlap, Complex.re_sum, Finset.mul_sum, ← Finset.sum_add_distrib,
      ← Finset.sum_sub_distrib]
    refine Finset.sum_congr rfl fun a _ => Finset.sum_congr rfl fun b _ => ?_
    simp only [← Complex.normSq_eq_norm_sq, Complex.normSq_apply, Matrix.sub_apply]
    simp
    ring
  obtain ⟨_, h1, h2⟩ := schmidt_truncation hu hv hσ K hw
  have h0 : frobSq (schmidtState u v (fun i => (σ i : ℂ))) = 1 := by
    rw [frobSq_schmidtState hu hv, ← hσ]
    exact Finset.sum_congr rfl fun i _ => by simp
  rw [expand, h0, h1, h2, Complex.ofReal_re]
  ring
```

The general identity is `expand`, proved entry by entry from real and imaginary parts. The main theorem supplies the norm of the renormalized truncation and the overlap, and `h0` supplies $\|\psi\|_F=1$.

## No other combination of the kept terms does better

Let $S(c)$ be normalized, with $c_i=0$ outside $K$, so that $\sum_{i\in K}|c_i|^2=1$. The triangle inequality and the Cauchy–Schwarz inequality give

$$
\begin{aligned}
|\langle\psi,S(c)\rangle|
&=\left|\sum_{i\in K}\sigma_i c_i\right|
\le\sum_{i\in K}|\sigma_i|\,|c_i|\\
&\le\left(\sum_{i\in K}\sigma_i^2\right)^{1/2}
\left(\sum_{i\in K}|c_i|^2\right)^{1/2}
=\sqrt{1-w}.
\end{aligned}
$$

```lean
/-- Every normalized combination of the kept Schmidt terms has overlap of modulus at most `√(1 - w)`
with the original normalized state, where `w` is the discarded weight. -/
theorem overlap_le {u : ι → m → ℂ} {v : ι → n → ℂ}
    (hu : IsOrthonormalFamily u) (hv : IsOrthonormalFamily v) {σ : ι → ℝ}
    (hσ : ∑ i, σ i ^ 2 = 1) (K : Finset ι) {c : ι → ℂ} (hc : ∀ i, i ∉ K → c i = 0)
    (hn : frobSq (schmidtState u v c) = 1) :
    ‖overlap (schmidtState u v (fun i => (σ i : ℂ))) (schmidtState u v c)‖ ≤
      √(1 - discardedWeight K σ) := by
  rw [frobSq_schmidtState hu hv] at hn
  have hcK : ∑ i ∈ K, ‖c i‖ ^ 2 = 1 := by
    rw [← hn]
    exact Finset.sum_subset (Finset.subset_univ K) fun i _ hi => by simp [hc i hi]
  have hsum : ∑ i, star (σ i : ℂ) * c i = ∑ i ∈ K, star (σ i : ℂ) * c i :=
    (Finset.sum_subset (Finset.subset_univ K) fun i _ hi => by simp [hc i hi]).symm
  have hle : ‖∑ i ∈ K, star (σ i : ℂ) * c i‖ ≤ ∑ i ∈ K, |σ i| * ‖c i‖ :=
    (norm_sum_le _ _).trans_eq (Finset.sum_congr rfl fun i _ => by simp)
  -- Cauchy-Schwarz on the kept coefficients.
  have hcs := Finset.sum_mul_sq_le_sq_mul_sq K (fun i => |σ i|) (fun i => ‖c i‖)
  simp only [sq_abs] at hcs
  rw [hcK, mul_one, kept_weight hσ K] at hcs
  rw [overlap_schmidtState hu hv, hsum]
  exact hle.trans ((le_abs_self _).trans (Real.abs_le_sqrt hcs))
```

The hypothesis `hc` confines the coefficients to $K$, and `hn` is the normalization of the competing state. The triangle inequality is `hle`, and Cauchy–Schwarz is `hcs`, in squared form. When $w<1$, the renormalized truncation is itself such a combination and reaches the bound.

The competitors are built from the same products $u_i v_i^*$ with $i\in K$. The bound does not compare $\psi_K$ with every matrix of the same rank, as the Eckart–Young theorem does for the largest singular values, and it does not say which $K$ to choose.

## A two-level example

Let $u_i=v_i$ be the standard basis of $\mathbb{C}^2$, numbered $0$ and $1$ as in Lean, with $\sigma_0=3/5$ and $\sigma_1=4/5$. Then

$$\psi=\begin{pmatrix}3/5&0\\0&4/5\end{pmatrix},\qquad
\sigma_0^2+\sigma_1^2=\frac{9}{25}+\frac{16}{25}=1.$$

Keeping only the term $i=1$ discards $w=9/25<1$. By the formulas above, the renormalized truncation has overlap $\sqrt{16/25}=4/5$ with $\psi$, and its squared distance from $\psi$ is $2-8/5=2/5$.

```lean
/-- The standard basis of a two-level system is orthonormal, the coefficients `3/5, 4/5`
are normalized, and keeping only the second term discards the weight `9/25`. -/
theorem schmidt_truncation_witness :
    IsOrthonormalFamily (fun i a : Fin 2 => if a = i then (1 : ℂ) else 0) ∧
      ∑ i, (![3 / 5, 4 / 5] : Fin 2 → ℝ) i ^ 2 = 1 ∧
      discardedWeight {1} (![3 / 5, 4 / 5] : Fin 2 → ℝ) = 9 / 25 := by
  refine ⟨?_, ?_, ?_⟩
  · intro i j
    fin_cases i <;> fin_cases j <;> simp [dotProduct]
  · rw [Fin.sum_univ_two]
    norm_num
  · have h : ({1} : Finset (Fin 2))ᶜ = {0} := by decide
    rw [discardedWeight, h, Finset.sum_singleton]
    norm_num

end

end SchmidtTruncation
```

The theorem checks the orthonormality of the basis, the normalization of the coefficients and the value of the discarded weight, so the hypotheses of the main theorem are satisfied by an actual state. The orthonormality proof runs through the four pairs of indices, and the other two parts are arithmetic.

```lean
#print axioms SchmidtTruncation.schmidt_truncation
#print axioms SchmidtTruncation.renormalized_error
#print axioms SchmidtTruncation.overlap_le
```

```
'SchmidtTruncation.schmidt_truncation' depends on axioms: [propext, Classical.choice, Quot.sound]
'SchmidtTruncation.renormalized_error' depends on axioms: [propext, Classical.choice, Quot.sound]
'SchmidtTruncation.overlap_le' depends on axioms: [propext, Classical.choice, Quot.sound]
```
